# x times the zeroth-order Boys function at x² is the integral of exp(−s²) from 0 to x

The Boys function of order zero, F₀(T) = ∫₀¹ exp(−T t²) dt, appears in Coulomb integrals over Gaussian orbitals. The theorem states that x F₀(x²) = ∫₀ˣ exp(−s²) ds for every real x, where the integral on the right is oriented, so that zero and negative x are included. The proof substitutes s = x t, using Mathlib's rule for scaling the variable of an interval integral. It then removes the common factor x and compares the two integrands on the interval from 0 to 1.

In Lean, a first try:

```lean
import Mathlib

open Real MeasureTheory

namespace MulBoysZeroSq

noncomputable section

/-- The Boys function of order zero, the integral of `exp (-T t²)` over `[0, 1]`. -/
def boysZero (T : ℝ) : ℝ := ∫ t in (0:ℝ)..1, exp (-T * t ^ 2)

/-- For every real `x`, `x` times the Boys function at `x²` equals the integral of `exp (-s²)` from
0 to `x`. -/
theorem mul_boysZero_sq (x : ℝ) :
    x * boysZero (x ^ 2) = ∫ s in (0:ℝ)..x, exp (-s ^ 2) := by
  have h := intervalIntegral.smul_integral_comp_mul_left (a := 0) (b := 1)
    (f := fun s : ℝ => exp (-s ^ 2)) (c := x)
  rw [smul_eq_mul, mul_zero, mul_one] at h
  rw [← h, boysZero]
  congr 1
  refine intervalIntegral.integral_congr fun t _ => ?_
  dsimp only
  congr 1
  ring

end

end MulBoysZeroSq
```

Compiling this gives:

```
Main.lean:22:2: error: `dsimp` made no progress
```

Cause. The message means that `dsimp only` found nothing to simplify in the goal it was given. Lean treats that as an error, even when the goal itself is true and the rest of the proof would work.

The call stands just after `intervalIntegral.integral_congr`, which reduces the equality of two integrals to equality of their integrands at a point `t`. A `dsimp only` in that place would serve to evaluate functions written as `(fun t => ...) t`. Here the goal was already free of such unevaluated applications: it equated two exponentials, with exponents −x² t² and −(x t)². With no lemmas supplied, `dsimp only` had no other work to do, and it failed.

The diff deletes that line and changes nothing else. `congr 1` then acts directly on the equality of exponentials and leaves the equality of their exponents, which `ring` proves.

The mended proof, as a diff:

```diff
@@ -20,5 +20,4 @@
   congr 1
   refine intervalIntegral.integral_congr fun t _ => ?_
-  dsimp only
   congr 1
   ring
```
